# Copper and oxygen hyperfine form factors on a periodic square lattice

**Q:** In a copper-oxide plane, an oxygen nucleus sits midway between two copper spins. If neighbouring spins point in opposite directions, their transferred fields cancel at the oxygen, while a copper nucleus generally still feels a field. NMR people express this with form factors in $q$ space. I doubt that a formal statement about sums over a finite lattice captures that. What is the calculation?

**A:** Take an $L\times L$ periodic lattice with sites $r$ and one spin component $S(r)$. Let $e_x,e_y$ be the unit steps. The fields are

$$h_{\rm Cu}(r)=A\,S(r)+B\,[S(r+e_x)+S(r-e_x)+S(r+e_y)+S(r-e_y)],$$
$$h_{\rm O}(r)=C\,[S(r)+S(r+e_x)].$$

Here $A$ is the coupling of a copper nucleus to its own ion's spin, $B$ the coupling transferred from each neighbouring copper, and $C$ the coupling transferred to an oxygen from each adjacent copper.

For a label $k=(k_1,k_2)$, set $q_x=2\pi k_1/L$, $q_y=2\pi k_2/L$ and $\hat S(k)=\sum_r e^{-iq\cdot r}S(r)$. Relabelling the sum shows that shifting the spins by $d$ multiplies the amplitude by a phase:

$$\sum_r e^{-iq\cdot r}S(r+d)=e^{iq\cdot d}\,\hat S(k).$$

Adding the neighbours' phases gives

$$\hat h_{\rm Cu}=[A+B(e^{iq_x}+e^{-iq_x}+e^{iq_y}+e^{-iq_y})]\hat S=[A+2B(\cos q_x+\cos q_y)]\hat S,$$
$$\hat h_{\rm O}=C(1+e^{iq_x})\hat S=2C\cos(q_x/2)\,e^{iq_x/2}\,\hat S.$$

**Q:** And the summed squares?

**A:** They need Parseval's identity. Expand the square and sum over $k$ first:

$$\sum_k|\hat S(k)|^2=\sum_{r,s}S(r)\,\overline{S(s)}\sum_k e^{iq\cdot(s-r)}=L^2\sum_r|S(r)|^2.$$

The inner sum is a product of two geometric sums. It equals $L^2$ when $s=r$; otherwise at least one factor runs over a full set of equally spaced phases and vanishes. Applying the identity to each field in place of $S$ gives

$$\sum_r|h(r)|^2=\frac1{L^2}\sum_k F(q)\,|\hat S(k)|^2,$$

with $F_{\rm Cu}=[A+2B(\cos q_x+\cos q_y)]^2$ and $F_{\rm O}=4C^2\cos^2(q_x/2)$.

**Q:** Now the formal version. Where does periodicity enter? I don't want it hidden in a boundary condition.

**A:** It is in the type of a site. Coordinates are integers modulo $L$, so a step off the right edge arrives at the left edge. The same type labels the wavevectors.

In Lean 4 with Mathlib:

```lean
import Mathlib

open scoped ComplexConjugate

namespace HyperfineFormFactors

noncomputable section

local notation "χ" => ZMod.stdAddChar

/-- Sites of the periodic `L × L` square lattice; also the labels of its wavevectors. -/
abbrev Site (L : ℕ) := ZMod L × ZMod L

/-- The lattice step along `x`. -/
def ex (L : ℕ) : Site L := (1, 0)

/-- The lattice step along `y`. -/
def ey (L : ℕ) : Site L := (0, 1)
```

The wavenumber takes the representative of `k` between $0$ and $L-1$, so it lies in $[0,2\pi)$.

```lean
variable {L : ℕ}

/-- The wavenumber `2πk/L` with label `k`, for `L ≠ 0`. -/
def q (k : ZMod L) : ℝ := 2 * Real.pi * k.val / L
```

**Q:** Then $q_x/2$ depends on that choice of zone. Does the oxygen form factor?

**A:** No. Adding $2\pi$ to $q_x$ changes the sign of $\cos(q_x/2)$, and the square removes it.

**Q:** Are the form factors built into the definitions of the fields?

**A:** They are not. Both fields are defined in real space, with real couplings and a complex-valued `S`, which includes real spin patterns.

```lean
/-- Copper hyperfine field: on-site coupling `A` and coupling `B` to the four neighbours. -/
def copperField (A B : ℝ) (S : Site L → ℂ) (r : Site L) : ℂ :=
  A * S r + B * (S (r + ex L) + S (r - ex L) + S (r + ey L) + S (r - ey L))

/-- Hyperfine field at the oxygen between the copper sites `r` and `r + ex`. -/
def oxygenField (C : ℝ) (S : Site L → ℂ) (r : Site L) : ℂ :=
  C * (S r + S (r + ex L))

/-- The staggered spin pattern of amplitude `m`, with sign `(-1)^(x+y)`. -/
def staggered (m : ℂ) (r : Site L) : ℂ := (-1) ^ (r.1.val + r.2.val) * m
```

Each oxygen is labelled by the copper on its left, so only oxygens on $x$ bonds appear. The staggered pattern has amplitude `m` and sign $(-1)^{x+y}$. The transform is unnormalised, which is why $L^{-2}$ appears in the result.

```lean
variable [NeZero L]

/-- Lattice Fourier transform: the sum of `exp(-i q·r) S(r)` over all sites. -/
def spinFT (S : Site L → ℂ) (k : Site L) : ℂ :=
  ∑ r : Site L, Complex.exp (-(q k.1 * r.1.val + q k.2 * r.2.val) * Complex.I) * S r
```

The condition `NeZero L` says $L\ge1$.

**Q:** How does the proof handle the plane waves?

**A:** Mathlib has a standard additive character on the integers modulo $L$, written `χ` here. The first lemma identifies it with $e^{iq}$, and the second rewrites the explicit transform in terms of it. After that, phases multiply when labels add, with no bookkeeping at the boundary.

```lean
/-- The standard character of the ring of `L` sites is the phase `exp(iq)`. -/
theorem char_eq (k : ZMod L) : χ k = Complex.exp (q k * Complex.I) := by
  rw [ZMod.stdAddChar_apply, ZMod.toCircle_apply, q]
  push_cast
  congr 1
  ring

/-- The lattice Fourier transform written with characters of the periodic lattice. -/
theorem spinFT_eq (S : Site L → ℂ) (k : Site L) :
    spinFT S k = ∑ r : Site L, χ (-(k.1 * r.1 + k.2 * r.2)) * S r := by
  have hm (a x : ZMod L) : χ (a * x) = Complex.exp (q a * x.val * Complex.I) := by
    have h : a * x = x.val • a := by
      rw [nsmul_eq_mul, ZMod.natCast_zmod_val, mul_comm]
    rw [h, AddChar.map_nsmul_eq_pow, char_eq, ← Complex.exp_nat_mul]
    congr 1
    ring
  refine Finset.sum_congr rfl fun r _ => ?_
  rw [AddChar.map_neg_eq_inv, AddChar.map_add_eq_mul, hm, hm, ← Complex.exp_add,
    ← Complex.exp_neg]
  congr 2
  ring
```

The shift rule is the relabelling $r\to r+d$ from before.

```lean
/-- Replacing `S(r)` by `S(r + d)` multiplies each Fourier amplitude by the phase `exp(i q·d)`. -/
theorem spinFT_shift (S : Site L → ℂ) (d k : Site L) :
    spinFT (fun r => S (r + d)) k = χ (k.1 * d.1 + k.2 * d.2) * spinFT S k := by
  rw [spinFT_eq, spinFT_eq, Finset.mul_sum]
  refine Fintype.sum_equiv (Equiv.addRight d) _ _ fun r => ?_
  have h : -(k.1 * r.1 + k.2 * r.2) =
      (k.1 * d.1 + k.2 * d.2) + -(k.1 * (r + d).1 + k.2 * (r + d).2) := by
    simp only [Prod.fst_add, Prod.snd_add]
    ring
  rw [Equiv.coe_addRight, h, AddChar.map_add_eq_mul, mul_assoc]
```

In Parseval's identity, `h1` is orthogonality on a ring and `h2` on the lattice. The `calc` block expands the square, exchanges the sums and keeps only the terms with $s=r$.

```lean
/-- Parseval's identity on the periodic `L × L` lattice. -/
theorem parseval (S : Site L → ℂ) :
    ∑ k, ‖spinFT S k‖ ^ 2 = (L : ℝ) ^ 2 * ∑ r, ‖S r‖ ^ 2 := by
  have hn (z : ℂ) : ((‖z‖ ^ 2 : ℝ) : ℂ) = z * conj z := by
    rw [Complex.mul_conj, Complex.normSq_eq_norm_sq]
  have hconj (a : ZMod L) : conj (χ a) = χ (-a) := by
    rw [AddChar.map_neg_eq_inv, char_eq, ← Complex.exp_neg, ← Complex.exp_conj, map_mul,
      Complex.conj_ofReal, Complex.conj_I, mul_neg]
  -- orthogonality of plane waves, first on a ring and then on the lattice
  have h1 (b : ZMod L) : ∑ x : ZMod L, χ (x * b) = if b = 0 then (L : ℂ) else 0 := by
    rw [AddChar.sum_mulShift b (ZMod.isPrimitive_stdAddChar L)]
    split_ifs <;> simp [ZMod.card]
  have h2 (d : Site L) : ∑ k : Site L, χ (k.1 * d.1 + k.2 * d.2) =
      if d = 0 then (L : ℂ) ^ 2 else 0 := by
    simp only [Fintype.sum_prod_type, AddChar.map_add_eq_mul, ← Finset.mul_sum,
      ← Finset.sum_mul, h1]
    obtain ⟨a, b⟩ := d
    by_cases ha : a = 0 <;> by_cases hb : b = 0 <;> simp [ha, hb, sq]
  apply Complex.ofReal_injective
  calc ((∑ k, ‖spinFT S k‖ ^ 2 : ℝ) : ℂ)
      = ∑ k : Site L, ∑ r : Site L, ∑ s : Site L,
          χ (k.1 * (s - r).1 + k.2 * (s - r).2) * (S r * conj (S s)) := by
        rw [Complex.ofReal_sum]
        refine Finset.sum_congr rfl fun k _ => ?_
        rw [hn, spinFT_eq, map_sum, Finset.sum_mul_sum]
        refine Finset.sum_congr rfl fun r _ => Finset.sum_congr rfl fun s _ => ?_
        have e : k.1 * (s - r).1 + k.2 * (s - r).2 =
            -(k.1 * r.1 + k.2 * r.2) + (k.1 * s.1 + k.2 * s.2) := by
          simp only [Prod.fst_sub, Prod.snd_sub]
          ring
        rw [map_mul, hconj, neg_neg, e,
          AddChar.map_add_eq_mul _ (-(k.1 * r.1 + k.2 * r.2))]
        ring
    _ = ∑ r : Site L, ∑ s : Site L,
          (∑ k : Site L, χ (k.1 * (s - r).1 + k.2 * (s - r).2)) * (S r * conj (S s)) := by
        rw [Finset.sum_comm]
        refine Finset.sum_congr rfl fun r _ => ?_
        rw [Finset.sum_comm]
        refine Finset.sum_congr rfl fun s _ => ?_
        rw [Finset.sum_mul]
    _ = (((L : ℝ) ^ 2 * ∑ r, ‖S r‖ ^ 2 : ℝ) : ℂ) := by
        simp only [h2, sub_eq_zero, ite_mul, zero_mul, Finset.sum_ite_eq',
          Finset.mem_univ, if_true]
        rw [Complex.ofReal_mul, Complex.ofReal_sum, Finset.mul_sum]
        refine Finset.sum_congr rfl fun r _ => ?_
        rw [hn, Complex.ofReal_pow, Complex.ofReal_natCast]
```

**Q:** So the two amplitudes should now be short.

**A:** They are. In each proof, `h` splits the field's transform into the transforms of `S` and of its shifted copies. For copper, `hc` pairs opposite neighbours into a cosine.

```lean
/-- Each Fourier amplitude of the copper field is that of the spins times
`A + 2B(cos qx + cos qy)`. -/
theorem spinFT_copper (A B : ℝ) (S : Site L → ℂ) (k : Site L) :
    spinFT (copperField A B S) k =
      ((A + 2 * B * (Real.cos (q k.1) + Real.cos (q k.2)) : ℝ) : ℂ) * spinFT S k := by
  have h : spinFT (copperField A B S) k = A * spinFT S k +
      B * (spinFT (fun r => S (r + ex L)) k + spinFT (fun r => S (r + -ex L)) k +
        spinFT (fun r => S (r + ey L)) k + spinFT (fun r => S (r + -ey L)) k) := by
    simp only [spinFT, copperField, sub_eq_add_neg, Finset.mul_sum,
      ← Finset.sum_add_distrib]
    exact Finset.sum_congr rfl fun r _ => by ring
  -- opposite neighbours combine to a cosine
  have hc (a : ZMod L) : χ a + χ (-a) = 2 * Complex.cos (q a) := by
    rw [AddChar.map_neg_eq_inv, char_eq, ← Complex.exp_neg, Complex.two_cos, neg_mul]
  rw [h, spinFT_shift, spinFT_shift, spinFT_shift, spinFT_shift]
  simp only [ex, ey, Prod.fst_neg, Prod.snd_neg, neg_zero, mul_one, mul_zero, mul_neg,
    add_zero, zero_add]
  push_cast
  linear_combination (B : ℂ) * spinFT S k * (hc k.1 + hc k.2)
```

For oxygen, `e` takes half the phase out of $1+e^{iq_x}$. The remaining phase reflects the oxygen's position half a step from its copper.

```lean
/-- Each Fourier amplitude of the oxygen field is that of the spins times
`2C cos(qx/2)` and the phase `exp(i qx/2)`. -/
theorem spinFT_oxygen (C : ℝ) (S : Site L → ℂ) (k : Site L) :
    spinFT (oxygenField C S) k = ((2 * C * Real.cos (q k.1 / 2) : ℝ) : ℂ) *
      Complex.exp ((q k.1 / 2 : ℝ) * Complex.I) * spinFT S k := by
  have h : spinFT (oxygenField C S) k =
      C * (spinFT S k + spinFT (fun r => S (r + ex L)) k) := by
    simp only [spinFT, oxygenField, Finset.mul_sum, ← Finset.sum_add_distrib]
    exact Finset.sum_congr rfl fun r _ => by ring
  -- half of the phase is taken out of `1 + exp(iq)`
  have e (t : ℂ) : 1 + Complex.exp (t * Complex.I) =
      2 * Complex.cos (t / 2) * Complex.exp (t / 2 * Complex.I) := by
    rw [Complex.two_cos, add_mul, ← Complex.exp_add, ← Complex.exp_add,
      show t / 2 * Complex.I + t / 2 * Complex.I = t * Complex.I by ring,
      show -(t / 2) * Complex.I + t / 2 * Complex.I = 0 by ring, Complex.exp_zero, add_comm]
  rw [h, spinFT_shift]
  simp only [ex, mul_one, mul_zero, add_zero]
  rw [char_eq]
  push_cast
  linear_combination (C : ℂ) * spinFT S k * e (q k.1)
```

The main theorem multiplies through by $L^2$, applies Parseval to each field and takes squared moduli term by term; the oxygen phase has modulus one and drops out.

```lean
/-- The summed squared moduli of the copper and oxygen fields are `L⁻² ∑ F(q) |Ŝ(q)|²`, with
`F = (A + 2B(cos qx + cos qy))²` for copper and `F = 4C² cos²(qx/2)` for oxygen. -/
theorem hyperfine_form_factors (A B C : ℝ) (S : Site L → ℂ) :
    (∑ r, ‖copperField A B S r‖ ^ 2 = ((L : ℝ) ^ 2)⁻¹ * ∑ k : Site L,
      (A + 2 * B * (Real.cos (q k.1) + Real.cos (q k.2))) ^ 2 * ‖spinFT S k‖ ^ 2) ∧
    (∑ r, ‖oxygenField C S r‖ ^ 2 = ((L : ℝ) ^ 2)⁻¹ * ∑ k : Site L,
      4 * C ^ 2 * Real.cos (q k.1 / 2) ^ 2 * ‖spinFT S k‖ ^ 2) := by
  have hL : (L : ℝ) ^ 2 ≠ 0 := pow_ne_zero 2 (Nat.cast_ne_zero.mpr (NeZero.ne L))
  constructor
  · rw [eq_inv_mul_iff_mul_eq₀ hL, ← parseval]
    refine Finset.sum_congr rfl fun k _ => ?_
    rw [spinFT_copper, norm_mul, Complex.norm_real, Real.norm_eq_abs, mul_pow, sq_abs]
  · rw [eq_inv_mul_iff_mul_eq₀ hL, ← parseval]
    refine Finset.sum_congr rfl fun k _ => ?_
    rw [spinFT_oxygen, norm_mul, norm_mul, Complex.norm_exp_ofReal_mul_I, Complex.norm_real,
      Real.norm_eq_abs, mul_one, mul_pow, sq_abs]
    ring
```

**Q:** Does this survive on a tiny lattice, where a site is its own neighbour?

**A:** Yes. For $L=1$ the only wavevector is $q=0$. All four copper neighbours are the site itself, so $h_{\rm Cu}=(A+4B)S$ and $h_{\rm O}=2CS$, matching $F_{\rm Cu}=(A+4B)^2$ and $F_{\rm O}=4C^2$. For $L=2$ the left and right neighbours coincide and are counted twice, in the field and in the form factor alike.

**Q:** My original question was about the antiferromagnet. Nothing so far required $L$ to be even.

**A:** The form factors hold for every $L\ge1$; evenness is what lets the staggered pattern continue consistently across the boundary. If $L$ is even, every step reverses the sign, including the step across the boundary from $L-1$ to $0$. Hence

$$h_{\rm O}(r)=C[S(r)-S(r)]=0,\qquad h_{\rm Cu}(r)=A\,S(r)-4B\,S(r)=(A-4B)S(r).$$

The copper field therefore survives unless $A=4B$ or the amplitude is zero. In the proof, `par` is the parity flip of one coordinate, and `hx` and `hy` turn it into a sign change of the spin.

```lean
/-- For even `L`, staggered spins give zero field at every oxygen and the field
`(A - 4B) S` at every copper. -/
theorem staggered_fields (hL : Even L) (A B C : ℝ) (m : ℂ) (r : Site L) :
    oxygenField C (staggered m) r = 0 ∧
      copperField A B (staggered m) r = (A - 4 * B) * staggered m r := by
  -- a step changes the parity of a coordinate, also across the boundary
  have par (x : ZMod L) : (-1 : ℂ) ^ (x + 1).val = -(-1) ^ x.val := by
    have h : (((x + 1).val : ℕ) : ZMod L) = ((x.val + 1 : ℕ) : ZMod L) := by
      rw [Nat.cast_add, Nat.cast_one, ZMod.natCast_zmod_val, ZMod.natCast_zmod_val]
    have h2 : (x + 1).val % 2 = (x.val + 1) % 2 :=
      ((ZMod.natCast_eq_natCast_iff _ _ L).1 h).of_dvd hL.two_dvd
    rw [neg_one_pow_eq_pow_mod_two, h2, ← neg_one_pow_eq_pow_mod_two, pow_succ]
    ring
  have hx (s : Site L) : staggered m (s + ex L) = -staggered m s := by
    simp only [staggered, ex, Prod.fst_add, Prod.snd_add, add_zero, pow_add, par]
    ring
  have hy (s : Site L) : staggered m (s + ey L) = -staggered m s := by
    simp only [staggered, ey, Prod.fst_add, Prod.snd_add, add_zero, pow_add, par]
    ring
  have hx' := hx (r - ex L)
  have hy' := hy (r - ey L)
  rw [sub_add_cancel] at hx' hy'
  constructor
  · rw [oxygenField, hx, add_neg_cancel, mul_zero]
  · rw [copperField, hx, hy]
    linear_combination (B : ℂ) * (hx' + hy')
```

**Q:** Could some cleverer pattern silence every oxygen on an odd lattice?

**A:** Not if $C\ne0$, apart from having no spins at all. Zero field at every oxygen forces $S(r+e_x)=-S(r)$. After $L$ steps you are back at $r$, so $S(r)=(-1)^LS(r)=-S(r)$, and $S(r)=0$. The induction `hn` counts the steps, and `hz` says that $L$ of them close the ring.

```lean
omit [NeZero L] in
/-- For odd `L` and `C ≠ 0`, the oxygen field vanishes at every site only if all spins
vanish. -/
theorem odd_lattice_no_cancellation (hL : Odd L) {C : ℝ} (hC : C ≠ 0) (S : Site L → ℂ)
    (h : ∀ r, oxygenField C S r = 0) (r : Site L) : S r = 0 := by
  have hstep (s : Site L) : S (s + ex L) = -S s := by
    have h0 := (mul_eq_zero.mp (h s)).resolve_left (Complex.ofReal_ne_zero.mpr hC)
    linear_combination h0
  have hn (n : ℕ) : S (r + n • ex L) = (-1) ^ n * S r := by
    induction n with
    | zero => simp
    | succ n ih =>
      rw [succ_nsmul, ← add_assoc, hstep, ih, pow_succ]
      ring
  -- once around the ring the spin returns with the opposite sign
  have hz : L • ex L = 0 := by
    simp [ex]
  have hr := hn L
  rw [hz, add_zero, hL.neg_one_pow] at hr
  linear_combination hr / 2

end

end HyperfineFormFactors
```

```lean
#print axioms HyperfineFormFactors.hyperfine_form_factors
-- 'HyperfineFormFactors.hyperfine_form_factors' depends on axioms: [propext, Classical.choice, Quot.sound]
#print axioms HyperfineFormFactors.staggered_fields
-- 'HyperfineFormFactors.staggered_fields' depends on axioms: [propext, Classical.choice, Quot.sound]
#print axioms HyperfineFormFactors.odd_lattice_no_cancellation
-- 'HyperfineFormFactors.odd_lattice_no_cancellation' depends on axioms: [propext, Classical.choice, Quot.sound]
```

**Q:** That rules out exact silence. Could the oxygen field still be small?

**A:** Yes. On a large odd lattice, some allowed $q_x$ lies close to $\pi$, where $F_{\rm O}$ is small. It cannot vanish everywhere, though: by the last theorem, an $L\times L$ periodic cluster with nonzero spins and $C\ne0$ needs even $L$ to show the complete oxygen cancellation in this two-neighbour model.

**Q:** Then what may I conclude about an NMR experiment?

**A:** You get the wavevector filter through which each nucleus sees a prescribed pattern of one spin component. It shows how copper nuclei can respond to antiferromagnetic correlations that oxygen nuclei miss, within a model of fixed couplings and finite range. A relaxation rate also needs the spin dynamics, which are absent here: `S` is a given function, neither an operator nor the solution of a Hamiltonian. The model also has no couplings that mix spin components, and no oxygen coupling beyond the two adjacent coppers.

**Q:** I accept the filter, then. The spectrum of fluctuations passing through it has to come from elsewhere.

**A:** From a spin model or from measurement, yes.
